# The first eigenvalue of a Hermitian matrix above a shift as the minimum of an inverse-operator functional

A one-electron Dirac Hamiltonian has negative-energy states far below the electronic ones, and its matrix in a finite orthonormal basis normally inherits them. Suppose we look for the electronic ground state by minimising the ordinary energy expectation value. Nothing holds the trial vector at the electronic level: mixing in negative-energy components lowers the energy until the minimum lands on the lowest negative-energy state. This is variational collapse. One remedy is to project the negative-energy states out. Can a minimisation reach the electronic level without such a projector?

For a Hermitian matrix it can, provided we know a real number \(s\) that separates the two groups of states. Let \(H\) be the matrix and \(\mu>s\) an eigenvalue, with no eigenvalue strictly between \(s\) and \(\mu\). In the Dirac setting, \(s\) is a reference energy above the negative-energy states and below the lowest electronic level \(\mu\). Define

\[
D(v)=\langle v,(H-s)v\rangle ,\qquad
F(v)=s+\frac{\|(H-s)v\|^2}{D(v)} .
\]

The claim is that \(\mu\) is the minimum of \(F\) over the vectors with \(D(v)>0\). If \(s\) itself is not an eigenvalue, the minimum is reached only at eigenvectors for \(\mu\).

A \(2\times2\) example shows the difference from the ordinary energy. Take \(H=\mathrm{diag}(-2,1)\), \(s=0\), \(\mu=1\) and \(v=(1,2)\). The normalised expectation value of \(H\) is \(2/5\), below the level we want, whereas \(F(v)=8/2=4\) lies above it.

## Expansion in eigenvectors

Choose an orthonormal basis of eigenvectors \(b_i\) with \(Hb_i=\lambda_i b_i\), and write \(c_i=\langle b_i,v\rangle\). Then

\[
\|(H-s)v\|^2=\sum_i(\lambda_i-s)^2|c_i|^2,\qquad
D(v)=\sum_i(\lambda_i-s)|c_i|^2 .
\]

Subtract \((\mu-s)\) times the second sum from the first. Since \((\lambda_i-s)-(\mu-s)=\lambda_i-\mu\),

\[
\|(H-s)v\|^2-(\mu-s)D(v)=\sum_i(\lambda_i-s)(\lambda_i-\mu)|c_i|^2 .
\]

Each eigenvalue satisfies \(\lambda_i\le s\) or \(\lambda_i\ge\mu\). In the first case both factors are nonpositive, in the second both are nonnegative, so every term is nonnegative. Hence \(\|(H-s)v\|^2\ge(\mu-s)D(v)\), and dividing by \(D(v)>0\) gives \(F(v)\ge\mu\).

The bound is attained. If \(u\ne0\) and \(Hu=\mu u\), then \((H-s)u=(\mu-s)u\), so

\[
D(u)=(\mu-s)\|u\|^2>0,\qquad
F(u)=s+\frac{(\mu-s)^2\|u\|^2}{(\mu-s)\|u\|^2}=\mu .
\]

Conversely, let \(F(v)=\mu\) with \(D(v)>0\). The sum above is then zero, so each of its terms is zero. If no \(\lambda_i\) equals \(s\), every \(i\) has \(\lambda_i=\mu\) or \(c_i=0\), which means \(Hv=\mu v\).

The gap is also necessary for the bound. An eigenvector \(u\) with eigenvalue \(l\) strictly between \(s\) and \(\mu\) has \(D(u)>0\) and \(F(u)=l<\mu\), by the same computation with \(l\) in place of \(\mu\).

The inverse operator appears on substituting \(v=(H-s)^{-1}w\), when \(s\) is not an eigenvalue:

\[
F(v)-s=\frac{\|w\|^2}{\langle w,(H-s)^{-1}w\rangle}.
\]

Minimising \(F\) therefore amounts to maximising the normalised expectation value of \((H-s)^{-1}\) over the \(w\) for which it is positive. The inverse sends states below \(s\) to negative values and the first state above \(s\) to the largest positive one.

The same argument treats the states below the shift. Let \(\nu<s\) be an eigenvalue with none strictly between \(\nu\) and \(s\). With \(\nu\) in place of \(\mu\), the sum is again nonnegative, and division by a negative \(D(v)\) reverses the inequality, so \(F(v)\le\nu\). The highest level below \(s\) is thus a maximum over vectors with \(D(v)<0\); this mirror statement rests on the argument just given and does not appear in the Lean development.

## The functional and the gap in Lean

The matrix is represented by a linear map `H` on a complex inner product space `E`. Hermiticity is the hypothesis `H.IsSymmetric`, and finite dimension is assumed in the theorems that use an eigenbasis.

```lean
import Mathlib

open Module

namespace InverseDiracVariation

noncomputable section

variable {E : Type*} [NormedAddCommGroup E] [InnerProductSpace ℂ E]
```

The vector \((H-s)v\) gets a name of its own.

```lean
/-- The shifted Hamiltonian applied to a trial vector, `(H - s) v`. -/
def shifted (H : E →ₗ[ℂ] E) (s : ℝ) (v : E) : E := H v - (s : ℂ) • v
```

Next comes \(D(v)\). Lean's inner product is complex-valued, so the definition takes the real part; for Hermitian `H` the imaginary part vanishes and nothing is lost. The vector need not be normalised.

```lean
/-- The real part of the expectation value `⟨v, (H - s) v⟩`, for `v` not necessarily normalised. -/
def energyAbove (H : E →ₗ[ℂ] E) (s : ℝ) (v : E) : ℝ :=
  (inner ℂ v (shifted H s v)).re
```

The functional \(F\) is defined for every `v`, and the condition \(D(v)>0\) enters as a hypothesis of the theorems.

```lean
/-- The inverse-operator functional `s + ‖(H - s) v‖² / Re ⟨v, (H - s) v⟩`, meant for trial vectors
with `Re ⟨v, (H - s) v⟩ > 0`. -/
def invFunctional (H : E →ₗ[ℂ] E) (s : ℝ) (v : E) : ℝ :=
  s + ‖shifted H s v‖ ^ 2 / energyAbove H s v
```

The gap condition says that a vector satisfying the eigenvalue equation for some `l` strictly between `s` and `mu` must be zero.

```lean
/-- No eigenvalue of `H` lies strictly between `s` and `mu`. -/
def Gap (H : E →ₗ[ℂ] E) (s mu : ℝ) : Prop :=
  ∀ l : ℝ, s < l → l < mu → ∀ u : E, H u = (l : ℂ) • u → u = 0
```

## The eigenbasis identity

The first lemma gives the components of \((H-s)v\): along an eigenvector \(b\) with eigenvalue \(l\), the component is \((l-s)\langle b,v\rangle\). Symmetry moves `H` onto the eigenvector.

```lean
/-- For Hermitian `H`, the component of `(H - s) v` along an eigenvector with eigenvalue `l`
is `l - s` times the component of `v`. -/
theorem inner_shifted {H : E →ₗ[ℂ] E} (hH : H.IsSymmetric) {b : E} {l : ℝ}
    (hb : H b = (l : ℂ) • b) (s : ℝ) (v : E) :
    inner ℂ b (shifted H s v) = ((l - s : ℝ) : ℂ) * inner ℂ b v := by
  have h : inner ℂ b (H v) = (l : ℂ) * inner ℂ b v := by
    rw [← hH b v, hb, inner_smul_left, Complex.conj_ofReal]
  rw [shifted, inner_sub_right, h, inner_smul_right]
  push_cast
  ring
```

The identity for the difference follows. Where the derivation above expanded two sums and subtracted them, the proof first combines the left side into the single overlap \(\mathrm{Re}\,\langle(H-s)v,(H-\mu)v\rangle\), using \((H-\mu)v=(H-s)v-(\mu-s)v\). It then expands this overlap in the eigenbasis with `sum_inner_mul_inner` and applies `inner_shifted` to both factors, which produces \((\lambda_i-s)(\lambda_i-\mu)|c_i|^2\).

```lean
/-- For Hermitian `H` in finite dimension, the difference `‖(H - s) v‖² - (mu - s) ⟨v, (H - s) v⟩`
is the sum over an eigenbasis of `(l - s) (l - mu)` times the weight of `v` on each eigenvector. -/
theorem residual_eq_sum [FiniteDimensional ℂ E] {H : E →ₗ[ℂ] E} (hH : H.IsSymmetric)
    (s mu : ℝ) (v : E) :
    ‖shifted H s v‖ ^ 2 - (mu - s) * energyAbove H s v =
      ∑ i : Fin (finrank ℂ E), (hH.eigenvalues rfl i - s) * (hH.eigenvalues rfl i - mu) *
        ‖inner ℂ (hH.eigenvectorBasis rfl i) v‖ ^ 2 := by
  -- the left side is the overlap of (H - s) v with (H - mu) v
  have h1 : ‖shifted H s v‖ ^ 2 - (mu - s) * energyAbove H s v =
      (inner ℂ (shifted H s v) (shifted H mu v)).re := by
    have e : shifted H mu v = shifted H s v - ((mu - s : ℝ) : ℂ) • v := by
      simp only [shifted]
      push_cast
      module
    have n : (inner ℂ (shifted H s v) (shifted H s v)).re = ‖shifted H s v‖ ^ 2 :=
      inner_self_eq_norm_sq (𝕜 := ℂ) _
    have c : (inner ℂ (shifted H s v) v).re = energyAbove H s v :=
      inner_re_symm (𝕜 := ℂ) _ _
    rw [e, inner_sub_right, inner_smul_right, Complex.sub_re, Complex.re_ofReal_mul, n, c]
  rw [h1, ← (hH.eigenvectorBasis rfl).sum_inner_mul_inner (shifted H s v) (shifted H mu v),
    Complex.re_sum]
  refine Finset.sum_congr rfl fun i _ => ?_
  have hb : H (hH.eigenvectorBasis rfl i) =
      ((hH.eigenvalues rfl i : ℝ) : ℂ) • hH.eigenvectorBasis rfl i :=
    hH.apply_eigenvectorBasis rfl i
  rw [← inner_conj_symm (shifted H s v), inner_shifted hH hb, inner_shifted hH hb, map_mul,
    Complex.conj_ofReal, ← Complex.normSq_eq_norm_sq, Complex.normSq_apply]
  simp only [Complex.mul_re, Complex.mul_im, Complex.ofReal_re, Complex.ofReal_im,
    Complex.conj_re, Complex.conj_im]
  ring
```

The sign of each coefficient is the case distinction made by hand: \(l\le s\), \(l\ge\mu\), or \(l\) strictly between, which `Gap` rules out for a nonzero eigenvector.

```lean
/-- If `s < mu` and no eigenvalue lies strictly between them, every real eigenvalue `l` satisfies
`(l - s) (l - mu) ≥ 0`. -/
theorem gap_product_nonneg {H : E →ₗ[ℂ] E} {s mu l : ℝ} (hs : s < mu) (hg : Gap H s mu)
    {u : E} (hu : u ≠ 0) (hl : H u = (l : ℂ) • u) : 0 ≤ (l - s) * (l - mu) := by
  rcases le_or_gt l s with h | h
  · nlinarith [mul_nonneg (sub_nonneg.2 h) (sub_nonneg.2 (h.trans hs.le))]
  · rcases le_or_gt mu l with h' | h'
    · exact mul_nonneg (sub_nonneg.2 h.le) (sub_nonneg.2 h')
    · exact absurd (hg l h h' u hl) hu
```

## The bound and its minimum

The computation on an eigenvector needs neither Hermiticity nor finite dimension. The theorem returns both facts needed later: the vector is admissible, and its value is `mu`.

```lean
/-- An eigenvector with eigenvalue `mu > s` satisfies `⟨v, (H - s) v⟩ > 0`, and the functional
returns exactly `mu` on it. -/
theorem invFunctional_eigenvector {H : E →ₗ[ℂ] E} {s mu : ℝ} (hs : s < mu) {v : E}
    (hv0 : v ≠ 0) (hv : H v = (mu : ℂ) • v) :
    0 < energyAbove H s v ∧ invFunctional H s v = mu := by
  have e : shifted H s v = ((mu - s : ℝ) : ℂ) • v := by
    simp only [shifted, hv]
    push_cast
    module
  have k : (inner ℂ v v).re = ‖v‖ ^ 2 := inner_self_eq_norm_sq (𝕜 := ℂ) v
  have n : energyAbove H s v = (mu - s) * ‖v‖ ^ 2 := by
    rw [energyAbove, e, inner_smul_right, Complex.re_ofReal_mul, k]
  have m : ‖shifted H s v‖ ^ 2 = (mu - s) ^ 2 * ‖v‖ ^ 2 := by
    rw [e, norm_smul, Complex.norm_real, mul_pow, Real.norm_eq_abs, sq_abs]
  have p : 0 < (mu - s) * ‖v‖ ^ 2 := mul_pos (sub_pos.2 hs) (pow_pos (norm_pos_iff.2 hv0) 2)
  have q : (mu - s) ^ 2 * ‖v‖ ^ 2 / ((mu - s) * ‖v‖ ^ 2) = mu - s := by
    rw [div_eq_iff p.ne']
    ring
  refine ⟨n ▸ p, ?_⟩
  rw [invFunctional, n, m, q]
  ring
```

The bound is stated as an equivalence with the gap, and `mu` need not be an eigenvalue here. For the forward direction, the previous theorem is applied to a supposed eigenvector inside the gap, and the value `l` contradicts the bound. For the reverse direction, `residual_eq_sum` and `gap_product_nonneg` make the difference nonnegative, and `le_div_iff₀` carries out the division by the positive denominator.

```lean
/-- For Hermitian `H` in finite dimension and `s < mu`, the functional is at least `mu` on all trial
vectors with `⟨v, (H - s) v⟩ > 0` if and only if no eigenvalue lies strictly between `s` and `mu`.
-/
theorem bound_iff_gap [FiniteDimensional ℂ E] {H : E →ₗ[ℂ] E} (hH : H.IsSymmetric)
    {s mu : ℝ} (hs : s < mu) :
    (∀ v, 0 < energyAbove H s v → mu ≤ invFunctional H s v) ↔ Gap H s mu := by
  constructor
  · -- an eigenvector inside the gap would violate the bound
    intro h l hsl hlm u hu
    by_contra hu0
    obtain ⟨h1, h2⟩ := invFunctional_eigenvector hsl hu0 hu
    have h3 := h u h1
    linarith
  · intro hg v hv
    have h := residual_eq_sum hH s mu v
    have h0 : 0 ≤ ‖shifted H s v‖ ^ 2 - (mu - s) * energyAbove H s v := by
      rw [h]
      exact Finset.sum_nonneg fun i _ => mul_nonneg
        (gap_product_nonneg hs hg ((hH.eigenvectorBasis rfl).orthonormal.ne_zero i)
          (hH.apply_eigenvectorBasis rfl i)) (sq_nonneg _)
    have h2 : mu - s ≤ ‖shifted H s v‖ ^ 2 / energyAbove H s v := by
      rw [le_div_iff₀ hv]
      linarith
    rw [invFunctional]
    linarith
```

Once `mu` is an eigenvalue, the bound becomes a minimum. `IsLeast` means that `mu` belongs to the set of values taken on admissible vectors and is a lower bound for that set. Membership comes from the eigenvector `u`, the lower bound from the equivalence.

```lean
/-- In finite dimension, let `mu > s` be an eigenvalue of a Hermitian `H` with no eigenvalue
strictly between `s` and `mu`. Then `mu` is the minimum of the functional over trial vectors with
`⟨v, (H - s) v⟩ > 0`. -/
theorem isLeast_invFunctional [FiniteDimensional ℂ E] {H : E →ₗ[ℂ] E} (hH : H.IsSymmetric)
    {s mu : ℝ} (hs : s < mu) (hg : Gap H s mu) {u : E} (hu0 : u ≠ 0)
    (hu : H u = (mu : ℂ) • u) :
    IsLeast {x : ℝ | ∃ v, 0 < energyAbove H s v ∧ invFunctional H s v = x} mu := by
  refine ⟨⟨u, invFunctional_eigenvector hs hu0 hu⟩, ?_⟩
  rintro x ⟨v, hv, rfl⟩
  exact (bound_iff_gap hH hs).2 hg v hv
```

## Which vectors reach the minimum

The name `Gap` is easily misread as excluding `s` as well, but it speaks only of the open interval. The bound does not notice the difference; the characterisation of the minimisers does. Suppose \(u_s\) and \(u_\mu\) are nonzero eigenvectors for \(s\) and \(\mu\). Then \(H-s\) annihilates \(u_s\), and the two vectors are orthogonal because \(H\) is Hermitian, so \(F(u_s+u_\mu)=\mu\), although \(u_s+u_\mu\) is not an eigenvector. The next theorem therefore has the separate hypothesis `hs0`, which says that `s` is not an eigenvalue.

```lean
/-- For Hermitian `H` in finite dimension with no eigenvalue in `[s, mu)`, `s < mu`, a trial vector
with `⟨v, (H - s) v⟩ > 0` gives the value `mu` exactly when `H v = mu v`. -/
theorem invFunctional_eq_iff [FiniteDimensional ℂ E] {H : E →ₗ[ℂ] E} (hH : H.IsSymmetric)
    {s mu : ℝ} (hs : s < mu) (hg : Gap H s mu) (hs0 : ∀ u : E, H u = (s : ℂ) • u → u = 0)
    {v : E} (hv : 0 < energyAbove H s v) :
    invFunctional H s v = mu ↔ H v = (mu : ℂ) • v := by
  constructor
  · intro h
    have h1 : ‖shifted H s v‖ ^ 2 / energyAbove H s v = mu - s := by
      rw [invFunctional] at h
      linarith
    rw [div_eq_iff hv.ne'] at h1
    have h2 := residual_eq_sum hH s mu v
    rw [h1, sub_self] at h2
    -- a vanishing sum of nonnegative terms vanishes term by term
    have h3 := (Finset.sum_eq_zero_iff_of_nonneg (fun i _ => mul_nonneg
      (gap_product_nonneg hs hg ((hH.eigenvectorBasis rfl).orthonormal.ne_zero i)
        (hH.apply_eigenvectorBasis rfl i)) (sq_nonneg _))).1 h2.symm
    have z : ∀ i : Fin (finrank ℂ E),
        inner ℂ (hH.eigenvectorBasis rfl i) (shifted H mu v) = 0 := by
      intro i
      have hb : H (hH.eigenvectorBasis rfl i) =
          ((hH.eigenvalues rfl i : ℝ) : ℂ) • hH.eigenvectorBasis rfl i :=
        hH.apply_eigenvectorBasis rfl i
      rw [inner_shifted hH hb]
      have h4 : (hH.eigenvalues rfl i - s) * (hH.eigenvalues rfl i - mu) *
          ‖inner ℂ (hH.eigenvectorBasis rfl i) v‖ ^ 2 = 0 := h3 i (Finset.mem_univ i)
      rcases mul_eq_zero.1 h4 with t | t
      · rcases mul_eq_zero.1 t with t | t
        · rw [sub_eq_zero.1 t] at hb
          exact absurd (hs0 _ hb) ((hH.eigenvectorBasis rfl).orthonormal.ne_zero i)
        · rw [t, Complex.ofReal_zero, zero_mul]
      · rw [norm_eq_zero.1 ((pow_eq_zero_iff two_ne_zero).1 t), mul_zero]
    have hz : shifted H mu v = 0 := by
      rw [← inner_self_eq_zero (𝕜 := ℂ),
        ← (hH.eigenvectorBasis rfl).sum_inner_mul_inner (shifted H mu v) (shifted H mu v)]
      exact Finset.sum_eq_zero fun i _ => by rw [z i, mul_zero]
    exact sub_eq_zero.1 hz
  · intro h
    have hv0 : v ≠ 0 := by
      rintro rfl
      simp [energyAbove] at hv
    exact (invFunctional_eigenvector hs hv0 h).2
```

In the forward direction, `Finset.sum_eq_zero_iff_of_nonneg` turns the vanishing sum into vanishing terms. For each `i`, either \(\lambda_i=s\), which `hs0` excludes, or \(\lambda_i=\mu\), or \(c_i=0\). In the last two cases the component of \((H-\mu)v\) along \(b_i\) is zero. All components vanish, so \((H-\mu)v=0\). The reverse direction is the eigenvector computation, once `v` is known to be nonzero because its denominator is positive.

## The inverse operator

The last theorem takes any linear map `R` with \((H-s)Rw=w\) for all \(w\). Its conclusion is the reciprocal relation multiplied out:

\[
\bigl(F(Rw)-s\bigr)\,\mathrm{Re}\,\langle w,Rw\rangle=\|w\|^2 .
\]

The positivity hypothesis on `w` is the admissibility of the trial vector \(Rw\). In the proof, `hR` replaces \((H-s)Rw\) by \(w\), and the denominator cancels.

```lean
/-- Let `R` be a right inverse of `H - s` and `⟨w, R w⟩` have positive real part. On the trial
vector `R w`, the functional minus `s`, times that real part, equals `‖w‖²`. -/
theorem invFunctional_inverse {H R : E →ₗ[ℂ] E} {s : ℝ} (hR : ∀ w, shifted H s (R w) = w)
    {w : E} (hw : 0 < (inner ℂ w (R w)).re) :
    (invFunctional H s (R w) - s) * (inner ℂ w (R w)).re = ‖w‖ ^ 2 := by
  have c : energyAbove H s (R w) = (inner ℂ w (R w)).re := by
    rw [energyAbove, hR]
    exact inner_re_symm (𝕜 := ℂ) _ _
  rw [invFunctional, hR, c, add_sub_cancel_left, div_mul_cancel₀ _ hw.ne']

end

end InverseDiracVariation
```

```lean
#print axioms InverseDiracVariation.isLeast_invFunctional
#print axioms InverseDiracVariation.invFunctional_eq_iff
#print axioms InverseDiracVariation.invFunctional_inverse
```

```
'InverseDiracVariation.isLeast_invFunctional' depends on axioms: [propext, Classical.choice, Quot.sound]
'InverseDiracVariation.invFunctional_eq_iff' depends on axioms: [propext, Classical.choice, Quot.sound]
'InverseDiracVariation.invFunctional_inverse' depends on axioms: [propext, Classical.choice, Quot.sound]
```

## What this means for a Dirac matrix

For a one-electron Dirac Hamiltonian represented by a finite Hermitian matrix in an orthonormal basis, the lowest electronic eigenvalue of that matrix can be found by constrained minimisation, with no projector onto positive-energy states. The separating energy \(s\) has to be supplied, and the trial vector has to stay in the region \(D(v)>0\).

The theorems compare \(F\) with eigenvalues of the matrix. How close these lie to the levels of the Dirac operator, with its continuous spectrum, depends on the basis and is a separate question.
